# An infinite SSH chain has a strictly localized occupied orbital only when a hopping vanishes

I'm working with localized orbitals on the SSH chain, with hopping $v$ inside each cell and $w$ between cells. When $|v|\neq|w|$ the chain is gapped, and I know that the occupied band can be described by exponentially decaying orbitals. My code sets every orbital to zero outside a finite region. If I make the region large enough and give up orthogonality between the orbitals, can I find one that lies exactly in the occupied band? In the fully dimerized chain the bond orbitals do this, so I wonder whether a large enough gap is sufficient.

## A gap is not enough: one hopping must be zero

For real $v$ and $w$, the occupied band of the infinite chain contains a nonzero orbital of finite support exactly when $v=0$ or $w=0$. If both hoppings are nonzero, no finite region is large enough and no gap is wide enough for such an orbital to exist, and orthogonality plays no part. Every nonzero, strictly truncated orbital of this non-interacting, nearest-neighbour chain then has some component in the empty band. This is a source of error in linear-scaling methods that confine the occupied orbitals themselves to localization regions.

### An odd degree against an even one

Let $A(n)$ and $B(n)$ be the amplitudes of the orbital on the two sublattices in cell $n$, with only finitely many nonzero. Put $z=e^{ik}$ and

$$a(k)=\sum_n A(n)z^n,\qquad b(k)=\sum_n B(n)z^n,\qquad q(k)=v+wz.$$

The Bloch Hamiltonian has off-diagonal elements $q$ and $\bar q$, so its energies are $\pm|q|$. The orbital lies in the lower band if, at every $k$,

$$q\,b=-|q|\,a,\qquad \bar q\,a=-|q|\,b.$$

Suppose $v$ and $w$ are both nonzero. The first equation is enough. Squaring it removes the sign and leaves $|q|^2$, which is a finite Fourier sum although $|q|$ need not be:

$$q^2b^2=|q|^2a^2.$$

Since $\bar z=1/z$ on the unit circle,

$$z|q|^2=q\,z\left(v+\frac{w}{z}\right)=q\,(vz+w).$$

Multiplying the squared equation by $z$ therefore gives

$$z\,(v+wz)^2\,b^2=(v+wz)(vz+w)\,a^2.$$

Negative powers of $z$ may still occur in $a$ and $b$. Choose $M$ so large that $P(z)=z^Ma$ and $Q(z)=z^Mb$ are polynomials, and multiply by $z^{2M}$:

$$z\,(v+wz)^2\,Q(z)^2=(v+wz)(vz+w)\,P(z)^2.$$

This holds at infinitely many points of the circle, so it is an identity between polynomials. If $P$ and $Q$ were both nonzero, the left side would have degree $3+2\deg Q$, which is odd, and the right side $2+2\deg P$, which is even. Hence one of them is zero, and the identity then makes the other zero too. All amplitudes vanish.

Nothing was divided by $q$, so the argument also holds at $|v|=|w|$, where the gap closes.

If one hopping vanishes, then $q=t\,z^d$, with $(t,d)=(v,0)$ for $w=0$ and $(t,d)=(w,1)$ for $v=0$. Choose $s=\pm1$ with $|t|=st$. Amplitude $1$ on A in cell $d$ and $-s$ on B in cell $0$ gives $a=z^d$ and $b=-s$, so

$$q\,b=-st\,z^d=-|q|\,a,\qquad \bar q\,a=t=s^2t=-|q|\,b.$$

For $t\neq0$ this is the bond orbital of an isolated dimer; normalised, its amplitudes are $1/\sqrt2$ and $-s/\sqrt2$.

### The chain and its occupied band in Lean

```lean
import Mathlib

open scoped Matrix ComplexConjugate

namespace SSHCompactOrbitals

noncomputable section

/-- The Bloch phase `exp(ik)` between neighbouring unit cells. -/
def phase (k : ℝ) : ℂ := Complex.exp (k * Complex.I)

/-- The off-diagonal Bloch element `q(k) = v + w exp(ik)` of the SSH chain. -/
def hopping (v w k : ℝ) : ℂ := v + w * phase k

/-- The Bloch transform of a finitely supported amplitude: the finite Fourier sum
`∑ φ(n) exp(ikn)`. -/
def bloch (k : ℝ) : (ℤ →₀ ℂ) →ₗ[ℂ] ℂ :=
  Finsupp.linearCombination ℂ (fun n : ℤ => phase k ^ n)

/-- An orbital of finite support: its amplitudes on the sublattices A and B. -/
abbrev Orbital := (ℤ →₀ ℂ) × (ℤ →₀ ℂ)

/-- Translation of an amplitude by `d` unit cells. -/
def shift (d : ℤ) (φ : ℤ →₀ ℂ) : ℤ →₀ ℂ := φ.mapDomain (fun n => n + d)

/-- The real-space SSH Hamiltonian, with hopping `v` inside a cell and `w` between the
B site of a cell and the A site of the next. -/
def ssh (v w : ℝ) (ψ : Orbital) : Orbital :=
  ((v : ℂ) • ψ.2 + (w : ℂ) • shift 1 ψ.2, (v : ℂ) • ψ.1 + (w : ℂ) • shift (-1) ψ.1)

/-- The two-component Bloch vector of an orbital. -/
def blochVector (k : ℝ) (ψ : Orbital) : Fin 2 → ℂ := ![bloch k ψ.1, bloch k ψ.2]

/-- The Bloch Hamiltonian of the SSH chain. -/
def blochH (v w k : ℝ) : Matrix (Fin 2) (Fin 2) ℂ :=
  !![0, hopping v w k; conj (hopping v w k), 0]

/-- An orbital lies in the occupied band if its Bloch vector satisfies the eigenvalue
equation with energy `-|q(k)|` at every `k`. -/
def IsOccupied (v w : ℝ) (ψ : Orbital) : Prop :=
  ∀ k : ℝ, blochH v w k *ᵥ blochVector k ψ =
    (-(‖hopping v w k‖ : ℂ)) • blochVector k ψ

/-- The Bloch phase has modulus one. -/
theorem norm_phase (k : ℝ) : ‖phase k‖ = 1 := Complex.norm_exp_ofReal_mul_I k

private theorem phase_ne_zero (k : ℝ) : phase k ≠ 0 := Complex.exp_ne_zero _

private theorem mul_conj_one {u : ℂ} (hu : ‖u‖ = 1) : u * conj u = 1 := by
  rw [Complex.mul_conj, Complex.normSq_eq_norm_sq, hu, one_pow, Complex.ofReal_one]

private theorem bloch_single (k : ℝ) (n : ℤ) (c : ℂ) :
    bloch k (Finsupp.single n c) = c * phase k ^ n := by
  rw [bloch, Finsupp.linearCombination_single, smul_eq_mul]

private theorem bloch_shift (k : ℝ) (d : ℤ) (φ : ℤ →₀ ℂ) :
    bloch k (shift d φ) = phase k ^ d * bloch k φ := by
  induction φ using Finsupp.induction_linear with
  | zero => simp [shift]
  | add f g hf hg =>
    have h : shift d (f + g) = shift d f + shift d g := Finsupp.mapDomain_add
    rw [h, map_add, map_add, hf, hg, mul_add]
  | single n c =>
    rw [shift, Finsupp.mapDomain_single, bloch_single, bloch_single,
      zpow_add₀ (phase_ne_zero k)]
    ring

/-- The Bloch transform turns the real-space SSH Hamiltonian into the 2×2 Bloch
Hamiltonian. -/
theorem blochVector_ssh (v w k : ℝ) (ψ : Orbital) :
    blochVector k (ssh v w ψ) = blochH v w k *ᵥ blochVector k ψ := by
  have hc : conj (phase k) = (phase k)⁻¹ :=
    eq_inv_of_mul_eq_one_right (mul_conj_one (norm_phase k))
  have h1 : bloch k (ssh v w ψ).1 = hopping v w k * bloch k ψ.2 := by
    simp only [ssh, map_add, map_smul, smul_eq_mul, bloch_shift, zpow_one, hopping]
    ring
  have h2 : bloch k (ssh v w ψ).2 = conj (hopping v w k) * bloch k ψ.1 := by
    simp only [ssh, map_add, map_smul, smul_eq_mul, bloch_shift, zpow_neg_one, hopping,
      map_mul, Complex.conj_ofReal, hc]
    ring
  ext i
  fin_cases i <;>
    simp [blochVector, blochH, Matrix.mulVec, dotProduct, Fin.sum_univ_two, h1, h2]

/-- The band energy `|q(k)|` is at least `||v| - |w||` at every `k`. -/
theorem gap_bound (v w k : ℝ) : |(|v| - |w|)| ≤ ‖hopping v w k‖ := by
  have h := abs_norm_sub_norm_le (v : ℂ) (-(w * phase k))
  simpa [hopping, norm_phase] using h

private theorem isOccupied_iff (v w : ℝ) (ψ : Orbital) : IsOccupied v w ψ ↔ ∀ k : ℝ,
    hopping v w k * bloch k ψ.2 = -(‖hopping v w k‖ : ℂ) * bloch k ψ.1 ∧
    conj (hopping v w k) * bloch k ψ.1 = -(‖hopping v w k‖ : ℂ) * bloch k ψ.2 := by
  simp [IsOccupied, blochH, blochVector, funext_iff, Fin.forall_fin_two, mul_comm]

open Polynomial in
/-- After multiplication by a high enough power of `exp(ik)`, a finite Fourier sum is a
polynomial in `exp(ik)` whose coefficients are the amplitudes. -/
theorem exists_polynomial (φ : ℤ →₀ ℂ) : ∃ N : ℕ, ∀ M : ℕ, N ≤ M → ∃ P : ℂ[X],
    (∀ k, P.eval (phase k) = phase k ^ M * bloch k φ) ∧
    ∀ n : ℤ, φ n = if 0 ≤ n + M then P.coeff (n + M).toNat else 0 := by
  induction φ using Finsupp.induction_linear with
  | zero => exact ⟨0, fun M _ => ⟨0, by simp, by simp⟩⟩
  | add f g hf hg =>
    obtain ⟨N₁, h₁⟩ := hf
    obtain ⟨N₂, h₂⟩ := hg
    refine ⟨max N₁ N₂, fun M hM => ?_⟩
    obtain ⟨P, hP, hP'⟩ := h₁ M (le_trans (le_max_left _ _) hM)
    obtain ⟨Q, hQ, hQ'⟩ := h₂ M (le_trans (le_max_right _ _) hM)
    refine ⟨P + Q, fun k => by rw [eval_add, hP, hQ, (bloch k).map_add, mul_add],
      fun n => ?_⟩
    rw [Finsupp.add_apply, hP', hQ']
    split_ifs <;> simp
  | single m c =>
    refine ⟨m.natAbs, fun M hM => ⟨C c * X ^ (m + M).toNat, fun k => ?_, fun n => ?_⟩⟩
    · have hm : ((m + M).toNat : ℤ) = m + M := Int.toNat_of_nonneg (by omega)
      rw [bloch_single, eval_mul, eval_C, eval_pow, eval_X,
        ← zpow_natCast (phase k) (m + M).toNat, hm, zpow_add₀ (phase_ne_zero k),
        zpow_natCast]
      ring
    · rw [Finsupp.single_apply, coeff_C_mul_X_pow]
      split_ifs <;> first | omega | rfl

open Polynomial in
/-- For nonzero hoppings, finite Fourier sums `a`, `b` with `q(k) b(k) = -|q(k)| a(k)` at
every `k` have only zero amplitudes. -/
theorem fourier_sums_vanish {v w : ℝ} (hv : v ≠ 0) (hw : w ≠ 0) (A B : ℤ →₀ ℂ)
    (h : ∀ k, hopping v w k * bloch k B = -(‖hopping v w k‖ : ℂ) * bloch k A) :
    A = 0 ∧ B = 0 := by
  obtain ⟨N₁, h₁⟩ := exists_polynomial A
  obtain ⟨N₂, h₂⟩ := exists_polynomial B
  obtain ⟨P, hP, hP'⟩ := h₁ (max N₁ N₂) (le_max_left _ _)
  obtain ⟨Q, hQ, hQ'⟩ := h₂ (max N₁ N₂) (le_max_right _ _)
  obtain ⟨L, hL⟩ : ∃ L : ℂ[X], L = C (w : ℂ) * X + C (v : ℂ) := ⟨_, rfl⟩
  obtain ⟨K, hK⟩ : ∃ K : ℂ[X], K = C (v : ℂ) * X + C (w : ℂ) := ⟨_, rfl⟩
  have dL : L.natDegree = 1 := by
    rw [hL]; exact natDegree_linear (Complex.ofReal_ne_zero.mpr hw)
  have dK : K.natDegree = 1 := by
    rw [hK]; exact natDegree_linear (Complex.ofReal_ne_zero.mpr hv)
  have L0 : L ≠ 0 := by rintro rfl; simp at dL
  have K0 : K ≠ 0 := by rintro rfl; simp at dK
  have inj : Set.InjOn phase (Set.Icc 0 Real.pi) := fun x hx y hy hxy => by
    have hre := congrArg Complex.re hxy
    rw [phase, phase, Complex.exp_ofReal_mul_I_re, Complex.exp_ofReal_mul_I_re] at hre
    exact Real.injOn_cos hx hy hre
  -- the squared band equation holds on the circle, hence between polynomials
  have key : X * L ^ 2 * Q ^ 2 = L * K * P ^ 2 := by
    refine eq_of_infinite_eval_eq _ _
      (((Set.Icc_infinite Real.pi_pos).image inj).mono ?_)
    rintro _ ⟨k, _, rfl⟩
    change eval (phase k) _ = eval (phase k) _
    have eL : eval (phase k) L = hopping v w k := by
      rw [hL, hopping, eval_add, eval_mul, eval_C, eval_X, eval_C, add_comm]
    have eK : eval (phase k) K = v * phase k + w := by
      rw [hK, eval_add, eval_mul, eval_C, eval_X, eval_C]
    have hn : phase k * (‖hopping v w k‖ : ℂ) ^ 2 =
        hopping v w k * (v * phase k + w) := by
      have e : hopping v w k * conj (hopping v w k) = (‖hopping v w k‖ : ℂ) ^ 2 := by
        rw [Complex.mul_conj, Complex.normSq_eq_norm_sq, Complex.ofReal_pow]
      have c : conj (hopping v w k) = v + w * conj (phase k) := by simp [hopping]
      rw [← e, c]
      linear_combination hopping v w k * w * mul_conj_one (norm_phase k)
    simp only [eval_mul, eval_pow, eval_X, eL, eK, hP, hQ]
    linear_combination phase k * (phase k ^ (max N₁ N₂)) ^ 2 *
      (hopping v w k * bloch k B - ‖hopping v w k‖ * bloch k A) * h k +
      (phase k ^ (max N₁ N₂)) ^ 2 * bloch k A ^ 2 * hn
  -- the left side has odd degree, the right side even degree
  have hPQ : P = 0 ∧ Q = 0 := by
    by_cases P0 : P = 0
    · rw [P0] at key
      exact ⟨P0, by simpa [L0] using key⟩
    · by_cases Q0 : Q = 0
      · rw [Q0] at key
        exact ⟨by simpa [L0, K0] using key, Q0⟩
      · have hd := congrArg natDegree key
        rw [natDegree_mul (mul_ne_zero X_ne_zero (pow_ne_zero 2 L0)) (pow_ne_zero 2 Q0),
          natDegree_mul X_ne_zero (pow_ne_zero 2 L0),
          natDegree_mul (mul_ne_zero L0 K0) (pow_ne_zero 2 P0),
          natDegree_mul L0 K0] at hd
        simp only [natDegree_pow, natDegree_X, dL, dK] at hd
        omega
  constructor
  · ext n
    rw [hP', hPQ.1]
    simp
  · ext n
    rw [hQ', hPQ.2]
    simp

/-- If `q(k) = t exp(ikd)` and `s` is a sign with `|t| = s t`, the two-site orbital with
amplitude `1` on A in cell `d` and `-s` on B in cell `0` is occupied. -/
theorem dimer_isOccupied {v w t s : ℝ} {d : ℤ}
    (hq : ∀ k, hopping v w k = t * phase k ^ d) (hs : s * s = 1) (ht : |t| = s * t) :
    IsOccupied v w (Finsupp.single d 1, Finsupp.single 0 (-(s : ℂ))) := by
  rw [isOccupied_iff]
  intro k
  have hu : ‖phase k ^ d‖ = 1 := by rw [norm_zpow, norm_phase, one_zpow]
  have hc := mul_conj_one hu
  have hn : (‖hopping v w k‖ : ℂ) = s * t := by
    rw [hq, norm_mul, hu, mul_one, Complex.norm_real, Real.norm_eq_abs, ht,
      Complex.ofReal_mul]
  have hs' : (s : ℂ) * s = 1 := by exact_mod_cast hs
  simp only [hn, bloch_single, zpow_zero, mul_one, one_mul]
  rw [hq, map_mul, Complex.conj_ofReal]
  constructor
  · ring
  · linear_combination (t : ℂ) * hc - (t : ℂ) * hs'

/-- The occupied band of the infinite SSH chain contains a nonzero orbital of finite
support exactly when one of the two hoppings vanishes. -/
theorem compact_occupied_orbital_iff (v w : ℝ) :
    (∃ ψ : Orbital, ψ ≠ 0 ∧ IsOccupied v w ψ) ↔ v = 0 ∨ w = 0 := by
  have sgn (t : ℝ) : ∃ s : ℝ, s * s = 1 ∧ |t| = s * t := by
    rcases abs_choice t with h | h
    · exact ⟨1, by norm_num, by rw [h, one_mul]⟩
    · exact ⟨-1, by norm_num, by rw [h]; ring⟩
  have ne (d : ℤ) (c : ℂ) :
      ((Finsupp.single d 1, Finsupp.single 0 c) : Orbital) ≠ 0 := fun h => by
    have h1 := DFunLike.congr_fun (congrArg Prod.fst h) d
    simp at h1
  constructor
  · rintro ⟨ψ, hψ, hocc⟩
    by_contra hvw
    rw [not_or] at hvw
    have h0 := fourier_sums_vanish hvw.1 hvw.2 ψ.1 ψ.2
      (fun k => ((isOccupied_iff v w ψ).mp hocc k).1)
    exact hψ (Prod.ext h0.1 h0.2)
  · rintro (rfl | rfl)
    · obtain ⟨s, hs, ht⟩ := sgn w
      exact ⟨_, ne 1 _, dimer_isOccupied (fun k => by simp [hopping]) hs ht⟩
    · obtain ⟨s, hs, ht⟩ := sgn v
      exact ⟨_, ne 0 _, dimer_isOccupied (fun k => by simp [hopping]) hs ht⟩

end

end SSHCompactOrbitals
```

```lean
#print axioms SSHCompactOrbitals.blochVector_ssh
-- 'SSHCompactOrbitals.blochVector_ssh' depends on axioms: [propext, Classical.choice, Quot.sound]
#print axioms SSHCompactOrbitals.gap_bound
-- 'SSHCompactOrbitals.gap_bound' depends on axioms: [propext, Classical.choice, Quot.sound]
#print axioms SSHCompactOrbitals.compact_occupied_orbital_iff
-- 'SSHCompactOrbitals.compact_occupied_orbital_iff' depends on axioms: [propext, Classical.choice, Quot.sound]
```

An `Orbital` is a pair of finitely supported complex functions on the integers, first the A amplitudes and then the B amplitudes. The support may be of any finite size, and no normalisation is imposed. The map `bloch k` forms the sum with $e^{+ikn}$, and `hopping v w k` is $q(k)$.

The real-space Hamiltonian `ssh` couples A in cell $n$ to B in cell $n$ with strength $v$ and to B in cell $n-1$ with strength $w$. The hoppings enter with a plus sign, but they are real numbers of either sign. The theorem `blochVector_ssh` proves that the Bloch transform turns this Hamiltonian into the matrix `blochH`, so the matrix is tied to the chain and not merely postulated.

`IsOccupied v w ψ` says that the Bloch vector of `ψ` satisfies the eigenvalue equation with energy $-|q(k)|$ at every real $k$. This describes half filling, with the lower band full. The definition does not require the energy to be the same at every $k$. By the final theorem, however, a nonzero `ψ` can satisfy it only when a hopping vanishes; the bands are then flat, and `ψ` is also an eigenstate of the real-space Hamiltonian. When both hoppings are zero, the two bands coincide at zero energy and every orbital meets the condition.

The final theorem, `compact_occupied_orbital_iff`, states the equivalence for all real $v$ and $w$. The gap enters only through `gap_bound`, which gives $|q(k)|\ge\big||v|-|w|\big|$. The two bands are thus at least $2\big||v|-|w|\big|$ apart, so the chain is gapped when $|v|\neq|w|$.

The model has one orbital per site, perfect translation symmetry and no interactions or longer-range hoppings. The infinite length matters, since on a finite ring every orbital has finite support. The theorem gives no estimate of the truncation error, and it does not exclude orbitals with exponentially decaying tails.

### From Fourier sums to polynomials

`exists_polynomial` supplies $P$ and $Q$. It says that every sufficiently large $M$ works, which allows the same $M$ for both sublattices. It also identifies $A(n)$ with the coefficient of $z^{n+M}$, so a zero polynomial means zero amplitudes. The proof builds the amplitude function from single-site terms and sums.

`fourier_sums_vanish` contains the main argument and uses only the first band equation. Its polynomials `L` and `K` are $v+wz$ and $vz+w$; the nonzero hoppings give each of them degree one. The step `inj` shows that different $k$ in $[0,\pi]$ give different phases, because the cosine is injective there. This provides the infinitely many points needed for the identity `key`.

Within `key`, `hn` is the relation $z|q|^2=q(vz+w)$. The last `linear_combination` multiplies the band equation by $qb-|q|a$, which produces the difference of squares, and then inserts `hn`. The step `hPQ` first treats the cases where $P$ or $Q$ is zero. In the remaining case it compares degrees, and `omega` finds the contradiction between odd and even.

For the converse, `dimer_isOccupied` checks both band equations for the two-site orbital. The final theorem uses it with $d=1$ when $v=0$ and with $d=0$ when $w=0$; its local step `sgn` chooses the sign $s$, and `ne` confirms that the orbital is nonzero. In the other direction, `isOccupied_iff` splits the matrix equation into its two rows, and the first row goes to `fourier_sums_vanish`.
